# Jordan homomorphisms preserve anticommutators, double commutators and, when the target has no 2-torsion, the product ABA

## Is preserving squares enough to preserve the symmetric operator algebra?

The claim I have met is this: let \(f\) be an additive map between rings of operators with \(f(A^2) = f(A)^2\) for all \(A\), and suppose that \(2x = 0\) implies \(x = 0\) in the target ring. Then \(f\) preserves anticommutators, \(f(ABA) = f(A)f(B)f(A)\), and \(f([[A,B],C]) = [[f(A),f(B)],f(C)]\). The last part surprises me. Transposition of matrices preserves squares and flips the sign of \([A,B]\), so I do not see how a double commutator can be safe when the single one is not. I would like a rigorous, machine-checked derivation, and I would like to know where the condition on \(2x\) is really used.

## All three identities hold, and only ABA needs the condition on 2x

Let \(R\) and \(S\) be rings, not necessarily commutative, and let \(f : R \to S\) satisfy \(f(A+B) = f(A) + f(B)\) and \(f(A^2) = f(A)^2\) for all \(A, B \in R\). Such a map is called a Jordan homomorphism. Write \([A,B] = AB - BA\), \(\{A,B\} = AB + BA\), and \(A' = f(A)\), \(B' = f(B)\), \(C' = f(C)\) for \(A, B, C \in R\). Then
\[ f(\{A,B\}) = \{A',B'\}, \qquad f([[A,B],C]) = [[A',B'],C'] \]
hold with no further assumption, and
\[ f(ABA) = A'B'A' \]
holds if \(2x = 0\) implies \(x = 0\) for \(x \in S\). This condition, the absence of 2-torsion, means that a factor of two can be cancelled: \(2x = 2y\) implies \(x = y\). It holds in every algebra over the real or complex numbers.

For operators that form a ring (finite matrices or bounded operators, with \(f\) defined on all of them), the preserved expressions include the unnormalised state update \(P\rho P\) of a density operator \(\rho\) by a projector \(P\), and the double commutator \([[\rho,L],L] = [L,[L,\rho]]\) that describes dephasing by a Hermitian operator \(L\). The single commutator of the Heisenberg equation of motion is not on the list.

### Everything is built from squares

An additive map also preserves differences, \(f(X - Y) = f(X) - f(Y)\), so any expression that is a sum or difference of preserved expressions is itself preserved.

For the anticommutator, expand \((A+B)^2 = A^2 + AB + BA + B^2\), so that \(\{A,B\} = (A+B)^2 - A^2 - B^2\). Applying \(f\) gives
\[ f(\{A,B\}) = (A'+B')^2 - A'^2 - B'^2 = A'B' + B'A'. \]

For the double commutator, expand two nested anticommutators:
\[ \{A,\{B,C\}\} = ABC + ACB + BCA + CBA, \qquad \{B,\{A,C\}\} = BAC + BCA + ACB + CAB. \]
The terms \(ACB\) and \(BCA\) cancel in the difference, which leaves \(ABC - BAC - CAB + CBA\). This is \((AB - BA)C - C(AB - BA)\), hence
\[ [[A,B],C] = \{A,\{B,C\}\} - \{B,\{A,C\}\}. \]
The map \(f\) passes through each of the four anticommutators on the right, and the same identity read in \(S\) reassembles \([[A',B'],C']\). No factor of two appears. The double commutator is thus a combination of anticommutators, which is how it escapes the fate of the single one; for transposition the sign simply flips twice.

For the sandwich product, \(\{A,\{A,B\}\} = A^2B + 2ABA + BA^2\) and \(\{A^2,B\} = A^2B + BA^2\), so
\[ 2ABA = \{A,\{A,B\}\} - \{A^2,B\}. \]
Applying \(f\) gives \(2f(ABA) = \{A',\{A',B'\}\} - \{A'^2,B'\} = 2A'B'A'\). Thus \(x = f(ABA) - A'B'A'\) satisfies \(2x = 0\), and the condition on \(S\) gives \(x = 0\). This cancellation is the only direct use of the condition; the later results inherit it through \(ABA\).

### Triple products, powers and the order of factors

Assume now that \(S\) has no 2-torsion. Replacing \(A\) by \(A + C\) in the sandwich gives \((A+C)B(A+C) = ABA + ABC + CBA + CBC\). The left side and the terms \(ABA\), \(CBC\) are sandwiches, so
\[ f(ABC + CBA) = A'B'C' + C'B'A'. \]

For powers, \(f(A^1) = A'\) is trivial and \(f(A^2) = A'^2\) is the hypothesis. For a natural number \(k \ge 0\), \(A^{k+3} = A\,A^{k+1}A\) is a sandwich, so \(f(A^{k+1}) = A'^{\,k+1}\) implies \(f(A^{k+3}) = A'^{\,k+3}\). Induction in steps of two gives \(f(A^{n+1}) = A'^{\,n+1}\) for all \(n \ge 0\).

Next put \(C = AB\) in the triple product and write \(U = f(AB)\). The argument of \(f\) becomes \((AB)^2 + AB^2A\), whose image is \(U^2 + A'B'^2A'\), while the right side is \(A'B'U + UB'A'\). Therefore
\[ (U - A'B')(U - B'A') = U^2 + A'B'^2A' - A'B'U - UB'A' = 0. \]
If in addition \(S\) has no zero divisors, one factor vanishes, so each pair \(A, B\) has \(f(AB) = A'B'\) or \(f(AB) = B'A'\). The choice can be made uniform by an argument about two properties \(p, q\) of elements of \(R\). Suppose every element has \(p\) or \(q\), that \(p(x)\) and \(p(x+y)\) imply \(p(y)\), and that the same holds for \(q\). If some \(y\) fails \(p\) and some \(x\) fails \(q\), then \(p(x)\) and \(q(y)\) hold. Now \(p(x+y)\) would force \(p(y)\), and \(q(y+x)\) would force \(q(x)\), so \(x + y\) has neither property, a contradiction. Hence \(p\) holds everywhere or \(q\) does. Used in \(B\) for fixed \(A\), and then in \(A\), this shows that \(f\) preserves the order of all products or reverses the order of all products.

### The Lean file

```lean
import Mathlib

open Matrix

namespace JordanHomomorphism

variable {R S : Type*} [Ring R] [Ring S]

/-- The commutator `[A, B] = AB - BA`. -/
def commut {T : Type*} [Ring T] (a b : T) : T := a * b - b * a

/-- The anticommutator `{A, B} = AB + BA`. -/
def anticommut {T : Type*} [Ring T] (a b : T) : T := a * b + b * a

/-- An additive map between rings is a Jordan homomorphism if it preserves squares,
`f(A²) = f(A)²` for all `A`. -/
def IsJordanHom (f : R →+ S) : Prop := ∀ a : R, f (a * a) = f a * f a

/-- A Jordan homomorphism preserves anticommutators: `f({A,B}) = {f A, f B}`. -/
theorem map_anticommut {f : R →+ S} (h : IsJordanHom f) (a b : R) :
    f (anticommut a b) = anticommut (f a) (f b) := by
  unfold anticommut
  -- polarisation: {A,B} = (A+B)² - A² - B²
  have e : a * b + b * a = (a + b) * (a + b) - a * a - b * b := by noncomm_ring
  rw [e, map_sub, map_sub, h (a + b), h a, h b, map_add f a b]
  noncomm_ring

/-- A Jordan homomorphism between arbitrary rings preserves double commutators:
`f([[A,B],C]) = [[f A, f B], f C]`. -/
theorem map_double_commut {f : R →+ S} (h : IsJordanHom f) (a b c : R) :
    f (commut (commut a b) c) = commut (commut (f a) (f b)) (f c) := by
  -- [[A,B],C] = {A,{B,C}} - {B,{A,C}}
  have e : commut (commut a b) c
      = anticommut a (anticommut b c) - anticommut b (anticommut a c) := by
    unfold commut anticommut
    noncomm_ring
  rw [e, map_sub, map_anticommut h a, map_anticommut h b c, map_anticommut h b,
    map_anticommut h a c]
  unfold commut anticommut
  noncomm_ring

/-- If `2x = 0` implies `x = 0` in the target, a Jordan homomorphism preserves the sandwich
product: `f(ABA) = f(A) f(B) f(A)`. -/
theorem map_sandwich {f : R →+ S} (h : IsJordanHom f) (h2 : ∀ x : S, 2 * x = 0 → x = 0)
    (a b : R) : f (a * b * a) = f a * f b * f a := by
  -- 2ABA = {A,{A,B}} - {A²,B}
  have e : a * b * a + a * b * a
      = anticommut a (anticommut a b) - anticommut (a * a) b := by
    unfold anticommut
    noncomm_ring
  have e2 : f (a * b * a) + f (a * b * a)
      = anticommut (f a) (anticommut (f a) (f b)) - anticommut (f a * f a) (f b) := by
    rw [← map_add f, e, map_sub, map_anticommut h a (anticommut a b), map_anticommut h a b,
      map_anticommut h (a * a) b, h a]
  -- cancel the factor two in the target, using `h2`
  refine sub_eq_zero.mp (h2 _ ?_)
  rw [two_mul]
  calc f (a * b * a) - f a * f b * f a + (f (a * b * a) - f a * f b * f a)
      = (f (a * b * a) + f (a * b * a)) - (f a * f b * f a + f a * f b * f a) := by abel
    _ = 0 := by
      rw [e2]
      unfold anticommut
      noncomm_ring

/-- If `2x = 0` implies `x = 0` in the target, a Jordan homomorphism preserves the symmetrised
triple product `ABC + CBA`. -/
theorem map_triple_symm {f : R →+ S} (h : IsJordanHom f) (h2 : ∀ x : S, 2 * x = 0 → x = 0)
    (a b c : R) : f (a * b * c + c * b * a) = f a * f b * f c + f c * f b * f a := by
  have e : a * b * c + c * b * a = (a + c) * b * (a + c) - a * b * a - c * b * c := by
    noncomm_ring
  rw [e, map_sub, map_sub, map_sandwich h h2 (a + c) b, map_sandwich h h2 a b,
    map_sandwich h h2 c b, map_add f a c]
  noncomm_ring

/-- If `2x = 0` implies `x = 0` in the target, a Jordan homomorphism preserves all positive
powers: `f(A^(n+1)) = f(A)^(n+1)`. -/
theorem map_pow_succ {f : R →+ S} (h : IsJordanHom f) (h2 : ∀ x : S, 2 * x = 0 → x = 0)
    (a : R) (n : ℕ) : f (a ^ (n + 1)) = f a ^ (n + 1) := by
  have key : ∀ m : ℕ, f (a ^ (m + 1)) = f a ^ (m + 1) ∧
      f (a ^ (m + 1 + 1)) = f a ^ (m + 1 + 1) := by
    intro m
    induction m with
    | zero =>
      refine ⟨by simp, ?_⟩
      have h' := h a
      rw [← pow_two, ← pow_two] at h'
      exact h'
    | succ k ih =>
      refine ⟨ih.2, ?_⟩
      -- A^(k+3) = A A^(k+1) A
      rw [pow_succ a (k + 1 + 1), pow_succ' a (k + 1), map_sandwich h h2 a (a ^ (k + 1)), ih.1,
        pow_succ (f a) (k + 1 + 1), pow_succ' (f a) (k + 1)]
  exact (key n).1

/-- Let `f` be additive with `f(A²) = f(A)²`, and let `2x = 0` imply `x = 0` in the target.
Then `f` preserves anticommutators, sandwich products `ABA`, and double commutators. -/
theorem jordanHom_preserves {f : R →+ S} (h : IsJordanHom f)
    (h2 : ∀ x : S, 2 * x = 0 → x = 0) (a b c : R) :
    f (anticommut a b) = anticommut (f a) (f b) ∧
    f (a * b * a) = f a * f b * f a ∧
    f (commut (commut a b) c) = commut (commut (f a) (f b)) (f c) :=
  ⟨map_anticommut h a b, map_sandwich h h2 a b, map_double_commut h a b c⟩

/-- If `2x = 0` implies `x = 0` in the target, a Jordan homomorphism satisfies
`(f(AB) - f(A) f(B)) (f(AB) - f(B) f(A)) = 0`. -/
theorem defect_mul_defect {f : R →+ S} (h : IsJordanHom f) (h2 : ∀ x : S, 2 * x = 0 → x = 0)
    (a b : R) : (f (a * b) - f a * f b) * (f (a * b) - f b * f a) = 0 := by
  -- symmetrised triple product with C = AB
  have e := map_triple_symm h h2 a b (a * b)
  have e' : a * b * b * a = a * (b * b) * a := by noncomm_ring
  rw [map_add, h (a * b), e', map_sandwich h h2 a (b * b), h b] at e
  calc (f (a * b) - f a * f b) * (f (a * b) - f b * f a)
      = (f (a * b) * f (a * b) + f a * (f b * f b) * f a)
        - (f a * f b * f (a * b) + f (a * b) * f b * f a) := by noncomm_ring
    _ = 0 := by rw [e, sub_self]

/-- If the target has no zero divisors and `2x = 0` implies `x = 0` there, a Jordan homomorphism
either preserves the order of all products or reverses the order of all products. -/
theorem hom_or_antihom [NoZeroDivisors S] {f : R →+ S} (h : IsJordanHom f)
    (h2 : ∀ x : S, 2 * x = 0 → x = 0) :
    (∀ a b, f (a * b) = f a * f b) ∨ (∀ a b, f (a * b) = f b * f a) := by
  -- an additive group is not the union of two proper subgroups
  have key : ∀ p q : R → Prop, (∀ x y, p x → p (x + y) → p y) →
      (∀ x y, q x → q (x + y) → q y) → (∀ x, p x ∨ q x) → (∀ x, p x) ∨ (∀ x, q x) := by
    intro p q hp hq hpq
    by_contra hn
    obtain ⟨y, hy⟩ := not_forall.mp (not_or.mp hn).1
    obtain ⟨x, hx⟩ := not_forall.mp (not_or.mp hn).2
    rcases hpq (x + y) with hs | hs
    · exact hy (hp x y ((hpq x).resolve_right hx) hs)
    · rw [add_comm] at hs
      exact hx (hq y x ((hpq y).resolve_left hy) hs)
  refine key (fun a => ∀ b, f (a * b) = f a * f b) (fun a => ∀ b, f (a * b) = f b * f a)
    ?_ ?_ ?_
  · intro x y hx hxy b
    have hb := hxy b
    simp only [add_mul, map_add, hx b] at hb
    exact add_left_cancel hb
  · intro x y hx hxy b
    have hb := hxy b
    simp only [mul_add, add_mul, map_add, hx b] at hb
    exact add_left_cancel hb
  · intro a
    refine key (fun b => f (a * b) = f a * f b) (fun b => f (a * b) = f b * f a) ?_ ?_ ?_
    · intro x y hx hxy
      simp only [mul_add, map_add, hx] at hxy
      exact add_left_cancel hxy
    · intro x y hx hxy
      simp only [mul_add, add_mul, map_add, hx] at hxy
      exact add_left_cancel hxy
    · intro b
      exact (mul_eq_zero.mp (defect_mul_defect h h2 a b)).imp sub_eq_zero.mp sub_eq_zero.mp

/-- Transposition of complex `2 × 2` matrices as an additive map. -/
def transposeMap : Matrix (Fin 2) (Fin 2) ℂ →+ Matrix (Fin 2) (Fin 2) ℂ where
  toFun A := Aᵀ
  map_zero' := Matrix.transpose_zero
  map_add' := Matrix.transpose_add

/-- Transposition of complex `2 × 2` matrices is a Jordan homomorphism, `2x = 0` implies `x = 0`
for such matrices, and the commutator of the raising and lowering matrices is not preserved. -/
theorem transposeMap_witness :
    IsJordanHom transposeMap ∧ (∀ x : Matrix (Fin 2) (Fin 2) ℂ, 2 * x = 0 → x = 0) ∧
    transposeMap (commut !![0, 1; 0, 0] !![0, 0; 1, 0])
      ≠ commut (transposeMap !![0, 1; 0, 0]) (transposeMap !![0, 0; 1, 0]) := by
  refine ⟨fun a => Matrix.transpose_mul a a, fun x hx => ?_, fun e => ?_⟩
  · rw [two_mul, ← two_smul ℂ x] at hx
    exact (smul_eq_zero.mp hx).resolve_left two_ne_zero
  · have h00 := congrFun (congrFun e 0) 0
    simp [transposeMap, commut, Matrix.mul_apply, Fin.sum_univ_two] at h00
    all_goals norm_num at h00

/-- The additive map `(a, b) ↦ a + b` from `ℤ₂ × ℤ₂` to `ℤ₂`. -/
def sumModTwo : ZMod 2 × ZMod 2 →+ ZMod 2 where
  toFun p := p.1 + p.2
  map_zero' := by simp
  map_add' := fun p q => by
    simp only [Prod.fst_add, Prod.snd_add]
    ring

/-- The map `(a, b) ↦ a + b` from `ℤ₂ × ℤ₂` to `ℤ₂` is a Jordan homomorphism that does not
preserve `ABA` for `A = (1, 0)`, `B = (0, 1)`. -/
theorem sumModTwo_not_sandwich :
    IsJordanHom sumModTwo ∧
    sumModTwo ((1, 0) * (0, 1) * (1, 0))
      ≠ sumModTwo (1, 0) * sumModTwo (0, 1) * sumModTwo (1, 0) := by
  refine ⟨fun a => ?_, ?_⟩
  · have key : ∀ x y : ZMod 2, x * x + y * y = (x + y) * (x + y) := by decide
    exact key a.1 a.2
  · have key : (1 * 0 * 1 + 0 * 1 * 0 : ZMod 2) ≠ (1 + 0) * (0 + 1) * (1 + 0) := by decide
    exact key

end JordanHomomorphism
```
```lean
#print axioms JordanHomomorphism.map_pow_succ
-- 'JordanHomomorphism.map_pow_succ' depends on axioms: [propext, Classical.choice, Quot.sound]
#print axioms JordanHomomorphism.jordanHom_preserves
-- 'JordanHomomorphism.jordanHom_preserves' depends on axioms: [propext, Classical.choice, Quot.sound]
#print axioms JordanHomomorphism.hom_or_antihom
-- 'JordanHomomorphism.hom_or_antihom' depends on axioms: [propext, Classical.choice, Quot.sound]
#print axioms JordanHomomorphism.sumModTwo_not_sandwich
-- 'JordanHomomorphism.sumModTwo_not_sandwich' depends on axioms: [propext, Classical.choice, Quot.sound]
```

### What the theorems say about operators

The types `R` and `S` are arbitrary rings with unit, and `a`, `b`, `c` are \(A, B, C\). The definitions `commut` and `anticommut` fix the bare conventions \(AB - BA\) and \(AB + BA\), with no factor of \(i\hbar\) or \(\tfrac12\). The type `R →+ S` consists of additive maps, and `IsJordanHom f` is the statement `f (a * a) = f a * f a` for all `a`. The hypothesis `h2 : ∀ x : S, 2 * x = 0 → x = 0` is the absence of 2-torsion; it concerns the target only, and `2` is the element \(1 + 1\) of \(S\), so \(2x = x + x\).

The theorem `jordanHom_preserves` is the claim as you posed it: under `h` and `h2`, the three identities hold for all `a`, `b`, `c`. The theorems `map_anticommut` and `map_double_commut` are stronger than its first and third parts, since `h2` is not among their hypotheses. The theorem `hom_or_antihom` adds `NoZeroDivisors S`, and its conclusion has the quantifier inside each alternative, so one alternative serves all pairs. The disjunction is inclusive; both sides hold when \(S\) is commutative.

Several things are deliberately not assumed, and some are not covered. The map \(f\) need not be linear over \(\mathbb{R}\) or \(\mathbb{C}\), need not respect adjoints, and need not send \(1\) to \(1\). The last point is the reason for the exponent `n + 1` in `map_pow_succ`: the zero map is a Jordan homomorphism and sends \(A^0 = 1\) to \(0\). The square condition is required on the whole ring \(R\), so a map defined only on Hermitian operators, which in dimension two or more are not closed under products, does not fit the statement as it stands. Unbounded operators with their domains do not form a ring in the naive way and enter only through an algebra in which all products exist; no norm or continuity appears. Rings of \(n \times n\) matrices with \(n \ge 2\) have zero divisors, so `hom_or_antihom` says nothing about maps into them.

### How the tactics follow the algebra

The first four proofs have one shape. A statement `e` records the identity in \(R\), proved by `noncomm_ring`, which expands products without commuting factors. A `rw` then pushes \(f\) through differences with `map_sub` and through the preserved expressions with the earlier results, and a final `noncomm_ring` checks the same identity in \(S\). In `map_anticommut`, `e` is the polarisation of the square and the hypothesis is used at `a + b`, `a` and `b`. In `map_double_commut`, `e` is the nested-anticommutator identity, followed by four uses of `map_anticommut`. In `map_triple_symm`, `map_sandwich` is used at `a + c`, `a` and `c`.

In `map_sandwich`, \(2ABA\) is written as `a * b * a + a * b * a`, so that additivity turns its image into `f (a * b * a) + f (a * b * a)`. Together with `e`, the preservation of anticommutators and the square hypothesis, this gives `e2`, the formula for \(2f(ABA)\). The line `refine sub_eq_zero.mp (h2 _ ?_)` is the cancellation of two: it reduces the goal to \(2x = 0\) for \(x = f(ABA) - A'B'A'\), and the `calc` block regroups this as \(2f(ABA) - 2A'B'A'\) and inserts `e2`.

In `map_pow_succ`, the statement `key` carries the exponents \(m+1\) and \(m+2\) together, which turns the step of two into ordinary induction on `m`. At the step from `k`, the first new claim is `ih.2`, and the second splits \(A^{k+3}\) as \(A\,A^{k+1}A\) and uses `ih.1`.

In `defect_mul_defect`, `e` is the triple product at `a * b`, `e'` rewrites \(ABBA\) as the sandwich \(A B^2 A\), and the `calc` block is the expansion of \((U - A'B')(U - B'A')\). In `hom_or_antihom`, `key` is the argument about \(p\) and \(q\). It is applied once in the first factor and, inside the third goal, once in the second, where `mul_eq_zero` splits the vanishing product. The other goals are the cancellation rules for the properties, each closed by `add_left_cancel`.

### Transposition flips the single commutator

The map `transposeMap` is \(A \mapsto A^T\) on complex \(2 \times 2\) matrices. The theorem `transposeMap_witness` states that it is a Jordan homomorphism, from \((AA)^T = A^TA^T\), that these matrices have no 2-torsion, and that one commutator is not preserved. With
\[ \sigma_+ = \begin{pmatrix} 0 & 1 \\ 0 & 0 \end{pmatrix}, \qquad \sigma_- = \begin{pmatrix} 0 & 0 \\ 1 & 0 \end{pmatrix}, \qquad \sigma_z = \begin{pmatrix} 1 & 0 \\ 0 & -1 \end{pmatrix}, \]
one has \([\sigma_+,\sigma_-]^T = \sigma_z^T = \sigma_z\), whereas \([\sigma_+^T,\sigma_-^T] = [\sigma_-,\sigma_+] = -\sigma_z\). The proof compares the top-left entries, index \((0,0)\) in Lean's numbering, which are \(1\) and \(-1\). So `jordanHom_preserves` applies to a map that is not multiplicative, and its conclusions do not extend to \([A,B]\).

### Counter-examples with 2-torsion or zero divisors

Let \(\mathbb{Z}_2\) be the integers modulo two, and let `sumModTwo` be \(f(x,y) = x + y\) from \(\mathbb{Z}_2 \times \mathbb{Z}_2\), with componentwise product, to \(\mathbb{Z}_2\). Here \(2 \cdot 1 = 0\) although \(1 \neq 0\). Squares are preserved, because \((x+y)^2 = x^2 + 2xy + y^2 = x^2 + y^2\). For \(A = (1,0)\) and \(B = (0,1)\), however, \(ABA = (0,0)\) is sent to \(0\), while \(A'B'A' = 1 \cdot 1 \cdot 1 = 1\). The theorem `sumModTwo_not_sandwich` states both facts, and `decide` settles them by evaluating the finitely many cases. The equation \(2f(ABA) = 2A'B'A'\) still holds in this example, but it reads \(0 = 0\). Anticommutators and double commutators remain preserved, by the two theorems that do not use `h2`.

For zero divisors, an example that I add without a formal proof is \((X,Y) \mapsto (X,Y^T)\) on pairs of complex \(2 \times 2\) matrices. It preserves squares and its target has no 2-torsion, yet it keeps the order of products in the first component and reverses it in the second, so neither alternative of `hom_or_antihom` holds for all pairs.
